# Bounds on the total projected occupation of two overlapping site vectors

The theorem `total_occupation_bounds` concerns two normalised site vectors p and q in a complex inner product space, with real overlap s ≥ 0. For a normalised state ψ = a p + b q, it says that the total projected occupation |⟨p|ψ⟩|² + |⟨q|ψ⟩|² lies between 1 − s and 1 + s. The proof writes the occupations and the normalisation condition in terms of the real and imaginary parts of a and b. It then multiplies the normalisation condition by 1 − s and by 1 + s, so that the distances to the two bounds become s(1 + s)|a + b|² and s(1 − s)|a − b|², neither of which is negative.

As first written in Lean, the proof fails:

```lean
import Mathlib

open Complex

namespace TotalOccupationBounds

noncomputable section

variable {E : Type*} [NormedAddCommGroup E] [InnerProductSpace ℂ E]

/-- Two normalized site vectors `p` and `q` with real overlap `s`. -/
structure SitePair (p q : E) (s : ℝ) : Prop where
  norm_left : ‖p‖ = 1
  norm_right : ‖q‖ = 1
  overlap : inner ℂ p q = (s : ℂ)

/-- The projected occupation of the site vector `p` in the state `ψ`. -/
def occupation (p ψ : E) : ℝ := ‖inner ℂ p ψ‖ ^ 2

/-- Exchanging the two sites leaves their real overlap unchanged. -/
theorem SitePair.symm {p q : E} {s : ℝ} (h : SitePair p q s) : SitePair q p s :=
  ⟨h.norm_right, h.norm_left, by rw [← inner_conj_symm, h.overlap, Complex.conj_ofReal]⟩

/-- The projection of `a p + b q` on the site vector `p` is `a + s b`. -/
theorem projection_span {p q : E} {s : ℝ} (h : SitePair p q s) (a b : ℂ) :
    inner ℂ p (a • p + b • q) = a + s * b := by
  have hpp : inner ℂ p p = (1 : ℂ) := by
    rw [inner_self_eq_norm_sq_to_K, h.norm_left]
    simp
  rw [inner_add_right, inner_smul_right, inner_smul_right, hpp, h.overlap]
  ring

/-- The squared norm of `a p + b q` contains the overlap through an interference term. -/
theorem norm_sq_span {p q : E} {s : ℝ} (h : SitePair p q s) (a b : ℂ) :
    ‖a • p + b • q‖ ^ 2 =
      normSq a + normSq b + 2 * s * (a.re * b.re + a.im * b.im) := by
  have hq : inner ℂ q (a • p + b • q) = b + s * a := by
    rw [add_comm]
    exact projection_span h.symm b a
  rw [← inner_self_eq_norm_sq (𝕜 := ℂ), inner_add_left, inner_smul_left,
    inner_smul_left, projection_span h, hq]
  simp [Complex.normSq_apply]
  ring

/-- For overlap `s ≥ 0`, every normalized combination of the two site vectors has a total
occupation between `1 - s` and `1 + s`. -/
theorem total_occupation_bounds {p q : E} {s : ℝ} (h : SitePair p q s) (hs : 0 ≤ s)
    (a b : ℂ) (hn : ‖a • p + b • q‖ = 1) :
    1 - s ≤ occupation p (a • p + b • q) + occupation q (a • p + b • q) ∧
      occupation p (a • p + b • q) + occupation q (a • p + b • q) ≤ 1 + s := by
  have hs1 : s ≤ 1 := by
    have hc := norm_inner_le_norm (𝕜 := ℂ) p q
    rw [h.overlap, h.norm_left, h.norm_right, Complex.norm_real, Real.norm_eq_abs] at hc
    linarith [le_abs_self s]
  have hq : inner ℂ q (a • p + b • q) = b + s * a := by
    rw [add_comm]
    exact projection_span h.symm b a
  have hN := norm_sq_span h a b
  rw [hn, Complex.normSq_apply, Complex.normSq_apply] at hN
  unfold occupation
  rw [projection_span h, hq, Complex.sq_norm, Complex.sq_norm, Complex.normSq_apply,
    Complex.normSq_apply]
  simp only [Complex.add_re, Complex.add_im, Complex.mul_re, Complex.mul_im,
    Complex.ofReal_re, Complex.ofReal_im, zero_mul, sub_zero, add_zero]
  -- the distances to the two bounds are multiples of |a + b|² and |a - b|²
  have k1 : 0 ≤ s * (1 + s) * ((a.re + b.re) ^ 2 + (a.im + b.im) ^ 2) := by positivity
  have k2 : 0 ≤ s * (1 - s) * ((a.re - b.re) ^ 2 + (a.im - b.im) ^ 2) :=
    mul_nonneg (mul_nonneg hs (by linarith)) (by positivity)
  have m1 := congrArg (fun x => (1 - s) * x) hN
  have m2 := congrArg (fun x => (1 + s) * x) hN
  dsimp only at m1 m2
  constructor
  · nlinarith [k1, m1]
  · nlinarith [k2, m2]

end

end TotalOccupationBounds
```

Compiling this gives:

```
Main.lean:71:2: error: `dsimp` made no progress
```

Diagnosis. The message says that `dsimp only at m1 m2` found nothing to simplify, which Lean treats as an error. The line was there to tidy up after `congrArg`, which applies the functions `fun x => (1 - s) * x` and `fun x => (1 + s) * x` to both sides of `hN`. Had the resulting hypotheses still contained these functions applied to their arguments, `dsimp only` could have carried out the substitution, a step called beta reduction. But Lean had already done this when it gave `m1` and `m2` their types, so both were plain equations between products, and the call left them unchanged.

The repair deletes the call and leaves a blank line in its place. `m1` and `m2` are already in a form that the two `nlinarith` calls can use, and the rest of the proof stays as it was.

Fix (accepted with no message):

```diff
@@ -69,5 +69,5 @@
   have m1 := congrArg (fun x => (1 - s) * x) hN
   have m2 := congrArg (fun x => (1 + s) * x) hN
-  dsimp only at m1 m2
+
   constructor
   · nlinarith [k1, m1]
```
